# The magnetic hyperfine angular factor as a difference of spin polarizations

If the angular factor of the magnetic hyperfine operator is taken to be real, the first-order hyperfine splitting of a Dirac orbital vanishes. The orbital has a large component $P\chi_\kappa/r$ and a small component $iQ\chi_{-\kappa}/r$, with $P$ and $Q$ real functions of the radius $r$. The nuclear dipole, taken along $z$, couples them through $(\mathbf n\times\boldsymbol\sigma)_z$, where $\mathbf n$ is the unit vector towards the electron and $\boldsymbol\sigma$ holds the Pauli matrices. With a real factor the two cross terms cancel; with an imaginary one they add. The factor is

$$\langle\chi_\kappa|(\mathbf n\times\boldsymbol\sigma)_z|\chi_{-\kappa}\rangle=-\,\frac{i\kappa m}{\kappa^2-1/4},$$

given the phase convention $s_n\chi_\kappa=-\chi_{-\kappa}$, with $s_n=\boldsymbol\sigma\cdot\mathbf n$, and the spin weights below. Here $\chi_\kappa$ and $\chi_{-\kappa}$ are normalized spin-angular functions with the same magnetic quantum number $m$, and $\kappa$ is the relativistic angular quantum number. For one electron in a central field and a point nuclear dipole, with the same $\kappa$ and $m$ in bra and ket, this number multiplies the radial integral of $PQ/r^2$ in the first-order energy.

## From a commutator to two spin densities

The Pauli commutators give $[s_n,\sigma_k]=-2i(\mathbf n\times\boldsymbol\sigma)_k$, so $(\mathbf n\times\boldsymbol\sigma)_k=\frac i2[s_n,\sigma_k]$. Multiplying on the right by $s_n$ and using $s_n^2=1$,

$$(\mathbf n\times\boldsymbol\sigma)_k\,s_n=\tfrac i2\,(s_n\sigma_k s_n-\sigma_k).$$

Now insert $\chi_{-\kappa}=-s_n\chi_\kappa$. Since $s_n$ is Hermitian,

$$\chi_\kappa^\dagger(\mathbf n\times\boldsymbol\sigma)_z\chi_{-\kappa}=-\tfrac i2\left(\chi_{-\kappa}^\dagger\sigma_z\chi_{-\kappa}-\chi_\kappa^\dagger\sigma_z\chi_\kappa\right).$$

Integrated over directions, each spin density becomes a polarization $s(\kappa)$, the spin-up weight minus the spin-down weight:

$$s(\kappa)=\frac{(\kappa+\frac12-m)-(\kappa+\frac12+m)}{2\kappa+1}=-\frac{2m}{2\kappa+1},\qquad s(-\kappa)=\frac{2m}{2\kappa-1}.$$

Therefore

$$\frac{s(-\kappa)-s(\kappa)}2=\frac m{2\kappa-1}+\frac m{2\kappa+1}=\frac{\kappa m}{\kappa^2-1/4},$$

and the prefactor $-i$ gives the result. With $j=|\kappa|-\frac12$ the denominator is $j(j+1)$.

## Operators, weights and fields in Lean

Indices 0, 1, 2 stand for $x,y,z$; spinor components 0 and 1 are spin-up and spin-down.

```lean
import Mathlib

open Matrix MeasureTheory
open Complex (I normSq)

namespace HyperfineAngular

noncomputable section

/-- The three Pauli matrices, in the order x, y, z. -/
def pauli : Fin 3 → Matrix (Fin 2) (Fin 2) ℂ :=
  ![!![0, 1; 1, 0], !![0, -I; I, 0], !![1, 0; 0, -1]]

/-- The spin component `s_n = σ·n` along a real vector `n`. -/
def sigmaN (n : Fin 3 → ℝ) : Matrix (Fin 2) (Fin 2) ℂ :=
  ∑ k, (n k : ℂ) • pauli k

/-- The Cartesian components of the vector operator `n × σ`. -/
def crossSigma (n : Fin 3 → ℝ) : Fin 3 → Matrix (Fin 2) (Fin 2) ℂ :=
  ![(n 1 : ℂ) • pauli 2 - (n 2 : ℂ) • pauli 1,
    (n 2 : ℂ) • pauli 0 - (n 0 : ℂ) • pauli 2,
    (n 0 : ℂ) • pauli 1 - (n 1 : ℂ) • pauli 0]
```

The weights are entered as formulas. Physically they are the squared coefficients for coupling orbital angular momentum to spin one half.

```lean
/-- The spin-up weight for integer `κ` and magnetic quantum number `m`. -/
def weightUp (κ : ℤ) (m : ℝ) : ℝ := ((κ : ℝ) + 1 / 2 - m) / (2 * (κ : ℝ) + 1)

/-- The spin-down weight for integer `κ` and magnetic quantum number `m`. -/
def weightDown (κ : ℤ) (m : ℝ) : ℝ := ((κ : ℝ) + 1 / 2 + m) / (2 * (κ : ℝ) + 1)

/-- The spin polarization `s(κ)`: spin-up weight minus spin-down weight. -/
def polarization (κ : ℤ) (m : ℝ) : ℝ := weightUp κ m - weightDown κ m
```

A spin-angular function is a two-component field `χ` over a measure space `Ω`. The next structure postulates its integrated densities; it does not construct spherical spinors.

```lean
/-- The squared moduli of the two components of a field `χ` are integrable, and their integrals are
the spin-up and spin-down weights of `κ` and `m`. -/
structure HasSpinWeights {Ω : Type*} [MeasurableSpace Ω] (μ : Measure Ω)
    (χ : Ω → Fin 2 → ℂ) (κ : ℤ) (m : ℝ) : Prop where
  intUp : Integrable (fun ω => normSq (χ ω 0)) μ
  intDown : Integrable (fun ω => normSq (χ ω 1)) μ
  up : ∫ ω, normSq (χ ω 0) ∂μ = weightUp κ m
  down : ∫ ω, normSq (χ ω 1) ∂μ = weightDown κ m
```

## The operator identity

The first two lemmas write out $s_n$ and square it. `Complex.ext` splits each matrix entry into real and imaginary parts, and the unit length `hn` closes the square.

```lean
/-- The matrix of `σ·n` written out in the Cartesian components of `n`. -/
theorem sigmaN_eq (n : Fin 3 → ℝ) :
    sigmaN n = !![(n 2 : ℂ), n 0 - I * n 1; n 0 + I * n 1, -(n 2 : ℂ)] := by
  ext i j
  fin_cases i <;> fin_cases j <;> apply Complex.ext <;>
    simp [sigmaN, pauli, Fin.sum_univ_three]

/-- For a unit vector `n`, the spin component `σ·n` squares to one. -/
theorem sigmaN_mul_self {n : Fin 3 → ℝ} (hn : n 0 ^ 2 + n 1 ^ 2 + n 2 ^ 2 = 1) :
    sigmaN n * sigmaN n = 1 := by
  rw [sigmaN_eq]
  ext i j
  fin_cases i <;> fin_cases j <;> apply Complex.ext <;>
    simp [Matrix.mul_apply, Fin.sum_univ_two] <;> nlinarith [hn]
```

The commutator formula holds for any real vector. The product identity needs `hn`, through $s_n^2=1$.

```lean
/-- Each component of `n × σ` is `i/2` times the commutator of `σ·n` with that Pauli matrix. -/
theorem crossSigma_eq_commutator (n : Fin 3 → ℝ) (k : Fin 3) :
    crossSigma n k = (I / 2) • (sigmaN n * pauli k - pauli k * sigmaN n) := by
  rw [sigmaN_eq]
  fin_cases k <;> ext i j <;> fin_cases i <;> fin_cases j <;> apply Complex.ext <;>
    simp [crossSigma, pauli] <;> ring

/-- For a unit vector `n` and each component `k`,
`(n × σ)_k s_n = (i/2)(s_n σ_k s_n - σ_k)`. -/
theorem crossSigma_mul_sigmaN {n : Fin 3 → ℝ} (hn : n 0 ^ 2 + n 1 ^ 2 + n 2 ^ 2 = 1)
    (k : Fin 3) :
    crossSigma n k * sigmaN n = (I / 2) • (sigmaN n * pauli k * sigmaN n - pauli k) := by
  rw [crossSigma_eq_commutator, smul_mul_assoc, _root_.sub_mul,
    _root_.mul_assoc (pauli k) (sigmaN n) (sigmaN n), sigmaN_mul_self hn, _root_.mul_one]
```

## The polarization difference

The denominators $2\kappa\pm1$ are odd integers, hence nonzero, so the formula holds for every integer $\kappa$ and real $m$. At $\kappa=0$, which labels no Dirac orbital, both sides are zero.

```lean
/-- Half the difference of the polarizations of `-κ` and `κ` is `κ m / (κ² - 1/4)`,
for every integer `κ`. -/
theorem polarization_half_difference (κ : ℤ) (m : ℝ) :
    (polarization (-κ) m - polarization κ m) / 2 = κ * m / ((κ : ℝ) ^ 2 - 1 / 4) := by
  -- an integer never equals one half or minus one half
  have h1 : 2 * (κ : ℝ) + 1 ≠ 0 := by exact_mod_cast (by omega : 2 * κ + 1 ≠ 0)
  have h2 : 2 * (κ : ℝ) - 1 ≠ 0 := by exact_mod_cast (by omega : 2 * κ - 1 ≠ 0)
  have e1 : polarization κ m = -2 * m / (2 * (κ : ℝ) + 1) := by
    unfold polarization weightUp weightDown; ring
  have e2 : polarization (-κ) m = 2 * m / (2 * (κ : ℝ) - 1) := by
    unfold polarization weightUp weightDown
    rw [← sub_div, Int.cast_neg,
      show 2 * (-(κ : ℝ)) + 1 = -(2 * (κ : ℝ) - 1) by ring, div_neg]
    ring
  rw [e1, e2, show (κ : ℝ) ^ 2 - 1 / 4 = (2 * (κ : ℝ) + 1) * (2 * (κ : ℝ) - 1) / 4 by ring]
  field_simp
  ring
```

## Moving $s_n$ onto the bra

```lean
/-- The density of `σ_z` in a spinor is its spin-up density minus its spin-down density. -/
theorem spin_density (χ : Fin 2 → ℂ) :
    star χ ⬝ᵥ (pauli 2 *ᵥ χ) = ((normSq (χ 0) - normSq (χ 1) : ℝ) : ℂ) := by
  apply Complex.ext <;>
    simp [pauli, dotProduct, Matrix.mulVec, Fin.sum_univ_two, Complex.normSq_apply] <;> ring
```

In the next theorem `χ'` plays the part of $\chi_{-\kappa}$. The proof expands the commutator directly: `adj` lets $s_n$ act on the bra, and `back` lets it act on the ket.

```lean
/-- If `n` is a unit vector and `s_n χ = -χ'`, the transition density of `(n × σ)_z` between `χ` and
`χ'` is `-i/2` times the difference obtained by subtracting the `σ_z` density of `χ` from that of
`χ'`. -/
theorem transition_density {n : Fin 3 → ℝ} {χ χ' : Fin 2 → ℂ}
    (hn : n 0 ^ 2 + n 1 ^ 2 + n 2 ^ 2 = 1) (h : sigmaN n *ᵥ χ = -χ') :
    star χ ⬝ᵥ (crossSigma n 2 *ᵥ χ') = -(I / 2) *
      (((normSq (χ' 0) - normSq (χ' 1)) - (normSq (χ 0) - normSq (χ 1)) : ℝ) : ℂ) := by
  have herm : (sigmaN n)ᴴ = sigmaN n := by
    rw [sigmaN_eq]
    ext i j
    fin_cases i <;> fin_cases j <;> apply Complex.ext <;> simp
  -- move `s_n` to the left-hand spinor
  have adj : ∀ v, star χ ⬝ᵥ (sigmaN n *ᵥ v) = -(star χ' ⬝ᵥ v) := by
    intro v
    have hs := Matrix.star_mulVec (sigmaN n) χ
    rw [h, herm] at hs
    rw [Matrix.dotProduct_mulVec, ← hs, star_neg, neg_dotProduct]
  -- `s_n` also takes `χ'` back to `-χ`
  have back : sigmaN n *ᵥ χ' = -χ := by
    have h' : χ' = -(sigmaN n *ᵥ χ) := by rw [h, neg_neg]
    rw [h', Matrix.mulVec_neg, Matrix.mulVec_mulVec, sigmaN_mul_self hn, Matrix.one_mulVec]
  rw [crossSigma_eq_commutator, Matrix.smul_mulVec, Matrix.sub_mulVec,
    ← Matrix.mulVec_mulVec, ← Matrix.mulVec_mulVec, back, dotProduct_smul, dotProduct_sub,
    adj, Matrix.mulVec_neg, dotProduct_neg, spin_density, spin_density, smul_eq_mul]
  push_cast
  ring
```

The device behind `adj` is `Matrix.star_mulVec`. The bra is simply `star χ` inside a dot product, with no inner-product space involved. The lemma says that the conjugate of a matrix times a vector is the conjugated vector times the conjugate transpose. With `herm`, it turns the ket equation $s_n\chi=-\chi'$ into the bra equation $\chi^\dagger s_n=-\chi'^\dagger$. `Matrix.dotProduct_mulVec` then regroups the product so that this equation applies.

## The integrated matrix element

The hypotheses are unit directions, the phase relation `hχ`, and the weights of $\kappa$ and $-\kappa$ at the same $m$. Reversing the sign in the phase relation would reverse the sign of the matrix element. The proof integrates the pointwise identity; integrability allows the integral of each difference to be split.

```lean
/-- Let `χ` and `χ'` have the spin weights of `κ` and `-κ` with the same `m`, and let `s_n χ = -χ'`
at every point, where `n` is a given field of unit vectors. Then the integrated matrix element of
`(n × σ)_z` between them is `-i κ m / (κ² - 1/4)`. -/
theorem hyperfine_angular_integral {Ω : Type*} [MeasurableSpace Ω] {μ : Measure Ω}
    {n : Ω → Fin 3 → ℝ} {χ χ' : Ω → Fin 2 → ℂ} {κ : ℤ} {m : ℝ}
    (hn : ∀ ω, n ω 0 ^ 2 + n ω 1 ^ 2 + n ω 2 ^ 2 = 1)
    (hχ : ∀ ω, sigmaN (n ω) *ᵥ χ ω = -χ' ω)
    (h : HasSpinWeights μ χ κ m) (h' : HasSpinWeights μ χ' (-κ) m) :
    ∫ ω, star (χ ω) ⬝ᵥ (crossSigma (n ω) 2 *ᵥ χ' ω) ∂μ =
      -I * ((κ * m / ((κ : ℝ) ^ 2 - 1 / 4) : ℝ) : ℂ) := by
  have i1 : Integrable (fun ω => normSq (χ ω 0) - normSq (χ ω 1)) μ := h.intUp.sub h.intDown
  have i2 : Integrable (fun ω => normSq (χ' ω 0) - normSq (χ' ω 1)) μ :=
    h'.intUp.sub h'.intDown
  simp_rw [fun ω => transition_density (hn ω) (hχ ω)]
  -- the integrated spin densities are the polarizations of `-κ` and `κ`
  rw [integral_const_mul, integral_complex_ofReal, integral_sub i2 i1,
    integral_sub h'.intUp h'.intDown, integral_sub h.intUp h.intDown,
    h.up, h.down, h'.up, h'.down, ← polarization_half_difference]
  unfold polarization
  push_cast
  ring
```

The corollary only rewrites the denominator.

```lean
/-- Let `χ` and `χ'` have the spin weights of `κ` and `-κ` with the same `m`, and let `s_n χ = -χ'`
at every point, where `n` is a given field of unit vectors. With `j = |κ| - 1/2`, the integrated
matrix element of `(n × σ)_z` between `χ` and `χ'` is `-i κ m / (j (j + 1))`. -/
theorem hyperfine_angular_integral_j {Ω : Type*} [MeasurableSpace Ω] {μ : Measure Ω}
    {n : Ω → Fin 3 → ℝ} {χ χ' : Ω → Fin 2 → ℂ} {κ : ℤ} {m j : ℝ}
    (hn : ∀ ω, n ω 0 ^ 2 + n ω 1 ^ 2 + n ω 2 ^ 2 = 1)
    (hχ : ∀ ω, sigmaN (n ω) *ᵥ χ ω = -χ' ω)
    (h : HasSpinWeights μ χ κ m) (h' : HasSpinWeights μ χ' (-κ) m)
    (hj : j = |(κ : ℝ)| - 1 / 2) :
    ∫ ω, star (χ ω) ⬝ᵥ (crossSigma (n ω) 2 *ᵥ χ' ω) ∂μ =
      -I * ((κ * m / (j * (j + 1)) : ℝ) : ℂ) := by
  have e : j * (j + 1) = (κ : ℝ) ^ 2 - 1 / 4 := by
    rw [hj]
    linear_combination sq_abs (κ : ℝ)
  rw [e, hyperfine_angular_integral hn hχ h h']
```

## Six directions that satisfy the hypotheses

A constant spin-up spinor of squared norm $1/6$ at each of six axis directions has total norm one.

```lean
/-- The six unit vectors along the positive and negative Cartesian axes. -/
def octahedron : Fin 6 → Fin 3 → ℝ :=
  ![![1, 0, 0], ![-1, 0, 0], ![0, 1, 0], ![0, -1, 0], ![0, 0, 1], ![0, 0, -1]]

/-- The spin-up spinor of squared norm `1/6`. -/
def upSpinor : Fin 2 → ℂ := ![((√(1 / 6) : ℝ) : ℂ), 0]
```

Its image under $-s_n$ has densities $n_z^2/6$ and $(n_x^2+n_y^2)/6$, which sum to $1/3$ and $2/3$. These are the weights for $\kappa=1$, $m=\frac12$, while the constant spinor has those for $\kappa=-1$. The phase relation holds by the definition of the second field, and the matrix element is $2i/3$.

```lean
/-- On the six octahedral directions with counting measure, the constant spin-up spinor and
its image under `-σ·n` have the spin weights of `κ = -1` and `κ = 1` with `m = 1/2`. -/
theorem hyperfine_angular_integral_witness :
    (∀ a, octahedron a 0 ^ 2 + octahedron a 1 ^ 2 + octahedron a 2 ^ 2 = 1) ∧
    HasSpinWeights Measure.count (fun _ : Fin 6 => upSpinor) (-1) (1 / 2) ∧
    HasSpinWeights Measure.count
      (fun a : Fin 6 => -(sigmaN (octahedron a) *ᵥ upSpinor)) 1 (1 / 2) := by
  have s0 : normSq (upSpinor 0) = 1 / 6 := by
    change normSq ((√(1 / 6) : ℝ) : ℂ) = 1 / 6
    rw [Complex.normSq_ofReal, Real.mul_self_sqrt (by norm_num)]
  have s1 : upSpinor 1 = 0 := rfl
  -- densities of the rotated spinor in a general direction
  have u : ∀ n, normSq ((-(sigmaN n *ᵥ upSpinor)) 0) = n 2 ^ 2 * (1 / 6) := by
    intro n
    rw [← s0]
    simp [sigmaN_eq, dotProduct, Fin.sum_univ_two, s1, Complex.normSq_apply]
    ring
  have d : ∀ n, normSq ((-(sigmaN n *ᵥ upSpinor)) 1) = (n 0 ^ 2 + n 1 ^ 2) * (1 / 6) := by
    intro n
    rw [← s0]
    simp [sigmaN_eq, dotProduct, Fin.sum_univ_two, s1, Complex.normSq_apply]
    ring
  -- the six directions, one by one
  have r0 : octahedron 0 = ![1, 0, 0] := rfl
  have r1 : octahedron 1 = ![-1, 0, 0] := rfl
  have r2 : octahedron 2 = ![0, 1, 0] := rfl
  have r3 : octahedron 3 = ![0, -1, 0] := rfl
  have r4 : octahedron 4 = ![0, 0, 1] := rfl
  have r5 : octahedron 5 = ![0, 0, -1] := rfl
  refine ⟨fun a => by fin_cases a <;> simp [octahedron],
    ⟨.of_finite, .of_finite, ?_, ?_⟩, ⟨.of_finite, .of_finite, ?_, ?_⟩⟩
  · rw [integral_count]
    simp only [s0]
    norm_num [weightUp]
  · rw [integral_count]
    simp only [s1]
    norm_num [weightDown]
  · rw [integral_count]
    simp only [u, Fin.sum_univ_six, r0, r1, r2, r3, r4, r5]
    simp
    norm_num [weightUp]
  · rw [integral_count]
    simp only [d, Fin.sum_univ_six, r0, r1, r2, r3, r4, r5]
    simp
    norm_num [weightDown]

end

end HyperfineAngular
```

```lean
#print axioms HyperfineAngular.crossSigma_mul_sigmaN
-- 'HyperfineAngular.crossSigma_mul_sigmaN' depends on axioms: [propext, Classical.choice, Quot.sound]
#print axioms HyperfineAngular.polarization_half_difference
-- 'HyperfineAngular.polarization_half_difference' depends on axioms: [propext, Classical.choice, Quot.sound]
#print axioms HyperfineAngular.hyperfine_angular_integral_j
-- 'HyperfineAngular.hyperfine_angular_integral_j' depends on axioms: [propext, Classical.choice, Quot.sound]
```
